# Magnetoelectric bound for positive semidefinite susceptibilities

In a magnetoelectric medium an electric field e induces magnetisation as well as polarisation, and a magnetic field h does the reverse. The electric susceptibility X and the magnetic susceptibility Y may each describe a stable response, yet a strong coupling A can spoil the stability of the two together. How large may A be?

The setting is static, linear response with real, finite matrices. The finite index types `m` and `n` label the electric and magnetic components and may differ in size.

```lean
import Mathlib

open Matrix

namespace MagnetoelectricBound

variable {m n : Type*} [Fintype m] [Fintype n]
```

The joint response matrix is

M = [[X, A], [Aᵀ, Y]].

It maps the fields to the polarisation Xe + Ah and the magnetic response Aᵀe + Yh, so X is taken at fixed h and Y at fixed e. Using Aᵀ in the lower block builds in the reciprocity of the two cross-responses. Vacuum constants are absorbed into the blocks. In SI units, with h the field H, the magnetic response is μ₀ times the magnetisation, X = ε₀χₑ and Y = μ₀χₘ, where χₑ and χₘ are the dimensionless susceptibilities.

```lean
/-- The joint linear response matrix of a magnetoelectric medium, with electric
susceptibility `X`, magnetic susceptibility `Y` and magnetoelectric coupling `A`. -/
def responseMatrix (X : Matrix m m ℝ) (Y : Matrix n n ℝ) (A : Matrix m n ℝ) :
    Matrix (m ⊕ n) (m ⊕ n) ℝ :=
  Matrix.fromBlocks X A Aᵀ Y
```

Its quadratic form is

Q(e, h) = e·Xe + 2 e·Ah + h·Yh.

Suppose the fields enter the free energy only through source terms linear in e and h, so that there is no diamagnetic term quadratic in h. The induced free energy is then −Q/2, and stability of the coupled order parameters requires Q ≥ 0. The Lean name `fieldEnergy` denotes Q itself, not this free energy. In the code, `⬝ᵥ` is the dot product and `*ᵥ` applies a matrix to a vector.

```lean
/-- The quadratic form `e·Xe + 2 e·Ah + h·Yh` in the electric field `e` and the
magnetic field `h`. -/
def fieldEnergy (X : Matrix m m ℝ) (Y : Matrix n n ℝ) (A : Matrix m n ℝ)
    (e : m → ℝ) (h : n → ℝ) : ℝ :=
  e ⬝ᵥ (X *ᵥ e) + 2 * (e ⬝ᵥ (A *ᵥ h)) + h ⬝ᵥ (Y *ᵥ h)
```

**(a) Show that M, evaluated on the joint field (e, h), gives Q(e, h).**

The matrix M sends (e, h) to (Xe + Ah, Aᵀe + Yh). Contracting with (e, h) gives

e·Xe + e·Ah + h·Aᵀe + h·Yh,

and h·Aᵀe = e·Ah. In Lean the joint field is `Sum.elim e h`; `hA` is the transpose identity and `key` the block expansion.

```lean
/-- The quadratic form of the response matrix on the joint field `(e, h)` is `fieldEnergy X Y A e
h`. -/
theorem responseMatrix_form (X : Matrix m m ℝ) (Y : Matrix n n ℝ) (A : Matrix m n ℝ)
    (e : m → ℝ) (h : n → ℝ) :
    Sum.elim e h ⬝ᵥ (responseMatrix X Y A *ᵥ Sum.elim e h) = fieldEnergy X Y A e h := by
  -- the two off-diagonal blocks contribute equally
  have hA : h ⬝ᵥ (Aᵀ *ᵥ e) = e ⬝ᵥ (A *ᵥ h) := by
    rw [Matrix.mulVec_transpose, dotProduct_comm h, ← Matrix.dotProduct_mulVec]
  have key : Sum.elim e h ⬝ᵥ (responseMatrix X Y A *ᵥ Sum.elim e h)
      = (e ⬝ᵥ (X *ᵥ e) + e ⬝ᵥ (A *ᵥ h)) + (h ⬝ᵥ (Aᵀ *ᵥ e) + h ⬝ᵥ (Y *ᵥ h)) := by
    unfold responseMatrix
    rw [← dotProduct_add, ← dotProduct_add, Matrix.fromBlocks_mulVec]
    simp [dotProduct, Fintype.sum_sum_type]
  rw [key, hA]
  unfold fieldEnergy
  ring
```

**(b) Rescale the fields by separate amplitudes s and t.**

Write x = e·Xe, a = e·Ah and y = h·Yh. Each field contributes its amplitude once per occurrence:

Q(se, th) = s²x + 2sta + t²y.

The code pulls out the scalars by linearity, and `ring` collects them.

```lean
/-- Rescaling the electric field by `s` and the magnetic field by `t` turns `fieldEnergy` into a
binary quadratic form in `s` and `t`. -/
theorem fieldEnergy_smul (X : Matrix m m ℝ) (Y : Matrix n n ℝ) (A : Matrix m n ℝ)
    (e : m → ℝ) (h : n → ℝ) (s t : ℝ) :
    fieldEnergy X Y A (s • e) (t • h) =
      s ^ 2 * (e ⬝ᵥ (X *ᵥ e)) + 2 * s * t * (e ⬝ᵥ (A *ᵥ h)) + t ^ 2 * (h ⬝ᵥ (Y *ᵥ h)) := by
  simp only [fieldEnergy, Matrix.mulVec_smul, dotProduct_smul, smul_dotProduct, smul_eq_mul]
  ring
```

**(c) Let M be positive semidefinite. Show that a² ≤ xy.**

The form in (b) is never negative. The choices (s, t) = (1, 0) and (0, 1) give x ≥ 0 and y ≥ 0.

If x > 0, take s = −a and t = x:

0 ≤ a²x − 2a²x + x²y = x(xy − a²),

and divide by x. If x = 0, take s = −(y + 1) and t = a:

0 ≤ −2(y + 1)a² + a²y = −(y + 2)a²,

so a = 0. In the proof `q` is the non-negative form, and `rcases` separates the two cases.

```lean
/-- If the response matrix is positive semidefinite, the squared magnetoelectric coupling
of any two fields is at most the product of their electric and magnetic responses. -/
theorem coupling_sq_le {X : Matrix m m ℝ} {Y : Matrix n n ℝ} {A : Matrix m n ℝ}
    (hM : (responseMatrix X Y A).PosSemidef) (e : m → ℝ) (h : n → ℝ) :
    (e ⬝ᵥ (A *ᵥ h)) ^ 2 ≤ (e ⬝ᵥ (X *ᵥ e)) * (h ⬝ᵥ (Y *ᵥ h)) := by
  have q : ∀ s t : ℝ, 0 ≤ s ^ 2 * (e ⬝ᵥ (X *ᵥ e)) + 2 * s * t * (e ⬝ᵥ (A *ᵥ h))
      + t ^ 2 * (h ⬝ᵥ (Y *ᵥ h)) := by
    intro s t
    have k := hM.dotProduct_mulVec_nonneg (Sum.elim (s • e) (t • h))
    rw [star_trivial, responseMatrix_form, fieldEnergy_smul] at k
    exact k
  generalize e ⬝ᵥ (X *ᵥ e) = x at *
  generalize h ⬝ᵥ (Y *ᵥ h) = y at *
  generalize e ⬝ᵥ (A *ᵥ h) = a at *
  have hx : 0 ≤ x := by linarith [q 1 0]
  have hy : 0 ≤ y := by linarith [q 0 1]
  rcases hx.eq_or_lt with h0 | hpos
  · -- no electric response: a large opposing electric field excludes any coupling
    subst h0
    have k := q (-(y + 1)) a
    nlinarith [mul_nonneg hy (sq_nonneg a), sq_nonneg a]
  · -- the minimising ratio of amplitudes gives the discriminant
    have k : 0 ≤ x * (x * y - a ^ 2) := by
      have k' := q (-a) x
      linarith
    have k2 := nonneg_of_mul_nonneg_right k hpos
    linarith
```

**(d) Let X and Y be positive semidefinite. Show that M is positive semidefinite if and only if a² ≤ xy for all e and h.**

Part (c) is one direction. For the other, suppose x + 2a + y < 0. Then −2a > x + y ≥ 0, hence

4a² > (x + y)² ≥ 4xy,

which contradicts the bound. Lean's `PosSemidef` also demands symmetry, which M inherits from X and Y; `nlinarith` finds the final contradiction.

The hypothesis on Y excludes a net diamagnetic response in any direction. With one component of each field, the condition is simply A² ≤ XY.

```lean
/-- Magnetoelectric bound: for positive semidefinite electric and magnetic
susceptibilities, the joint response matrix is positive semidefinite if and only if
`(e·Ah)² ≤ (e·Xe)(h·Yh)` for all fields `e` and `h`. -/
theorem magnetoelectric_bound {X : Matrix m m ℝ} {Y : Matrix n n ℝ} (A : Matrix m n ℝ)
    (hX : X.PosSemidef) (hY : Y.PosSemidef) :
    (responseMatrix X Y A).PosSemidef ↔
      ∀ (e : m → ℝ) (h : n → ℝ),
        (e ⬝ᵥ (A *ᵥ h)) ^ 2 ≤ (e ⬝ᵥ (X *ᵥ e)) * (h ⬝ᵥ (Y *ᵥ h)) := by
  refine ⟨fun hM e h => coupling_sq_le hM e h, fun H => ?_⟩
  rw [Matrix.posSemidef_iff_dotProduct_mulVec]
  constructor
  · have hA : Aᴴ = Aᵀ := by
      ext i j
      simp
    exact Matrix.IsHermitian.fromBlocks hX.isHermitian hA hY.isHermitian
  · intro v
    -- split the joint field into its electric and magnetic parts
    rw [star_trivial, ← Sum.elim_comp_inl_inr v, responseMatrix_form]
    generalize v ∘ Sum.inl = e
    generalize v ∘ Sum.inr = h
    have hx := hX.dotProduct_mulVec_nonneg e
    have hy := hY.dotProduct_mulVec_nonneg h
    rw [star_trivial] at hx hy
    have hb := H e h
    unfold fieldEnergy
    generalize e ⬝ᵥ (X *ᵥ e) = x at *
    generalize h ⬝ᵥ (Y *ᵥ h) = y at *
    generalize e ⬝ᵥ (A *ᵥ h) = a at *
    -- a negative value of the quadratic form would need `4a² > (x + y)² ≥ 4xy`
    by_contra hneg
    have hd : 0 < -(x + 2 * a + y) := by linarith [not_le.mp hneg]
    nlinarith [sq_nonneg (x - y), mul_pos hd hd, mul_nonneg (add_nonneg hx hy) hd.le]
```

**(e) Bound the individual coefficients when M is positive semidefinite.**

Insert the unit vectors along i and j, written `Pi.single`, into (c):

A_ij² ≤ X_ii Y_jj.

```lean
/-- Componentwise bound: each squared magnetoelectric coefficient is at most the product
of the corresponding diagonal electric and magnetic susceptibilities. -/
theorem coefficient_sq_le [DecidableEq m] [DecidableEq n]
    {X : Matrix m m ℝ} {Y : Matrix n n ℝ} {A : Matrix m n ℝ}
    (hM : (responseMatrix X Y A).PosSemidef) (i : m) (j : n) :
    A i j ^ 2 ≤ X i i * Y j j := by
  have k := coupling_sq_le hM (Pi.single i 1) (Pi.single j 1)
  simpa using k
```

**(f) Show that these componentwise bounds do not guarantee stability.**

Take X and Y equal to the 2×2 identity matrix and every A_ij = 1. Each componentwise bound reads 1 ≤ 1. For the normalised fields e = h = (1, 1)/√2, however, a = 2 and x = y = 1, so a² = 4 exceeds xy = 1. The code uses the unnormalised (1, 1), for which the comparison is 16 against 4.

For computed static linear-response tensors without a diamagnetic part, a fuller check is to assemble M in consistent units and test whether its smallest eigenvalue is negative beyond the numerical tolerance; here that eigenvalue is −1.

```lean
/-- The componentwise bounds are not sufficient: with unit susceptibilities in two
dimensions and all coupling coefficients equal to one, every componentwise bound holds
but the response matrix is not positive semidefinite. -/
theorem componentwise_not_sufficient :
    (∀ i j : Fin 2, (!![1, 1; 1, 1] : Matrix (Fin 2) (Fin 2) ℝ) i j ^ 2 ≤
      (1 : Matrix (Fin 2) (Fin 2) ℝ) i i * (1 : Matrix (Fin 2) (Fin 2) ℝ) j j) ∧
    ¬ (responseMatrix (1 : Matrix (Fin 2) (Fin 2) ℝ) (1 : Matrix (Fin 2) (Fin 2) ℝ)
      !![1, 1; 1, 1]).PosSemidef := by
  constructor
  · intro i j
    fin_cases i <;> fin_cases j <;> simp
  · intro hM
    -- the uniform fields violate the bound, since 16 > 4
    have k := coupling_sq_le hM ![1, 1] ![1, 1]
    norm_num [Matrix.mulVec, dotProduct, Fin.sum_univ_two, Matrix.one_apply] at k
```

**(g) Let M be positive semidefinite and e·Xe = 0. Show that e has no magnetoelectric coupling.**

Apply (c) with h = Aᵀe, written `e ᵥ* A`:

(|Aᵀe|²)² ≤ 0.

Hence Aᵀe = 0, and e·Ah vanishes for every h.

```lean
/-- If the response matrix is positive semidefinite, an electric field with vanishing
electric response `e·Xe` has no magnetoelectric coupling. -/
theorem no_coupling_of_no_response {X : Matrix m m ℝ} {Y : Matrix n n ℝ}
    {A : Matrix m n ℝ} (hM : (responseMatrix X Y A).PosSemidef) (e : m → ℝ)
    (he : e ⬝ᵥ (X *ᵥ e) = 0) : e ᵥ* A = 0 := by
  -- test the bound on the magnetic field `e ᵥ* A` itself
  have k := coupling_sq_le hM e (e ᵥ* A)
  rw [he, zero_mul, Matrix.dotProduct_mulVec] at k
  have k0 : (e ᵥ* A) ⬝ᵥ (e ᵥ* A) = 0 :=
    pow_eq_zero_iff (two_ne_zero) |>.mp (le_antisymm k (sq_nonneg _))
  exact dotProduct_self_eq_zero.mp k0
```

**(h) Let M be positive semidefinite and x > 0. Show that a² = xy exactly when Q(se, h) = 0 for some real s.**

Complete the square:

x Q(se, h) = (xs + a)² + xy − a².

If a² = xy, then s = −a/x makes Q vanish. Conversely, Q = 0 gives a² − xy = (xs + a)² ≥ 0, and (c) supplies the opposite inequality. The two `linear_combination` steps check this identity in each direction.

```lean
/-- For a positive semidefinite response matrix and `e·Xe > 0`, the bound is saturated by `e` and
`h` exactly when `fieldEnergy` vanishes for some real multiple of `e` together with `h`. -/
theorem saturation_iff {X : Matrix m m ℝ} {Y : Matrix n n ℝ} {A : Matrix m n ℝ}
    (hM : (responseMatrix X Y A).PosSemidef) (e : m → ℝ) (h : n → ℝ)
    (he : 0 < e ⬝ᵥ (X *ᵥ e)) :
    (e ⬝ᵥ (A *ᵥ h)) ^ 2 = (e ⬝ᵥ (X *ᵥ e)) * (h ⬝ᵥ (Y *ᵥ h)) ↔
      ∃ s : ℝ, fieldEnergy X Y A (s • e) h = 0 := by
  have key : ∀ s : ℝ, fieldEnergy X Y A (s • e) h =
      s ^ 2 * (e ⬝ᵥ (X *ᵥ e)) + 2 * s * (e ⬝ᵥ (A *ᵥ h)) + h ⬝ᵥ (Y *ᵥ h) := by
    intro s
    have k := fieldEnergy_smul X Y A e h s 1
    rw [one_smul] at k
    rw [k]
    ring
  have hb := coupling_sq_le hM e h
  simp only [key]
  generalize e ⬝ᵥ (X *ᵥ e) = x at *
  generalize h ⬝ᵥ (Y *ᵥ h) = y at *
  generalize e ⬝ᵥ (A *ᵥ h) = a at *
  constructor
  · intro heq
    -- the minimising amplitude is `s = -a / x`
    have hs : x * (-a / x) = -a := mul_div_cancel₀ (-a) he.ne'
    refine ⟨-a / x, ?_⟩
    generalize -a / x = s at *
    have hz : x * (s ^ 2 * x + 2 * s * a + y) = 0 := by
      linear_combination (x * s + a) * hs - heq
    exact (mul_eq_zero.mp hz).resolve_left he.ne'
  · rintro ⟨s, hs⟩
    have hz : a ^ 2 - x * y = (x * s + a) ^ 2 := by
      linear_combination (-x) * hs
    exact le_antisymm hb (by linarith [sq_nonneg (x * s + a)])

end MagnetoelectricBound
```

```lean
#print axioms MagnetoelectricBound.magnetoelectric_bound
-- 'MagnetoelectricBound.magnetoelectric_bound' depends on axioms: [propext, Classical.choice, Quot.sound]
#print axioms MagnetoelectricBound.componentwise_not_sufficient
-- 'MagnetoelectricBound.componentwise_not_sufficient' depends on axioms: [propext, Classical.choice, Quot.sound]
#print axioms MagnetoelectricBound.no_coupling_of_no_response
-- 'MagnetoelectricBound.no_coupling_of_no_response' depends on axioms: [propext, Classical.choice, Quot.sound]
#print axioms MagnetoelectricBound.saturation_iff
-- 'MagnetoelectricBound.saturation_iff' depends on axioms: [propext, Classical.choice, Quot.sound]
```
